# Least-squares projection of orbitals onto an auxiliary basis does not increase their total charge

Take finite sets of real auxiliary and primary basis functions. Let $A$ be the overlap matrix of the auxiliary functions, $S$ that of the primary functions, and $Q$ the overlap between the two, with auxiliary rows and primary columns. The joint overlap is

$$J=\begin{pmatrix}A&Q\\Q^T&S\end{pmatrix}.$$

We assume that $J$ is positive semidefinite, as every matrix of inner products is, and that $A$ is positive definite, so the auxiliary functions are linearly independent. The columns $c_k$ of $C$ hold the coefficients of the occupied orbitals of one spin, and $P=CC^T$ is their density matrix. Its charge, counted in electrons, is $\mathrm{Tr}(PS)$, which equals the number of these orbitals if they are orthonormal. The projected density and the residual overlap are

$$P_a=A^{-1}QPQ^TA^{-1},\qquad R=S-Q^TA^{-1}Q.$$

## Charge lost as a sum of squared fit errors

The claim is $0\le\mathrm{Tr}(P_aA)\le\mathrm{Tr}(PS)$.

A primary function with coefficients $y$ has the least-squares auxiliary fit $A^{-1}Qy$. Let $z=(-A^{-1}Qy,\,y)$ be the function minus its fit. Then

$$Jz=(-Qy+Qy,\;-Q^TA^{-1}Qy+Sy)=(0,Ry),$$

so $y^TRy=z^TJz\ge0$. If this number is zero, write $J=B^TB$: then $|Bz|^2=0$, hence $Jz=0$ and $Ry=0$.

Cyclicity of the trace gives

$$\mathrm{Tr}(P_aA)=\mathrm{Tr}(PQ^TA^{-1}Q)=\sum_k(Qc_k)^TA^{-1}(Qc_k)\ge0,$$

$$\mathrm{Tr}(PS)-\mathrm{Tr}(P_aA)=\sum_k c_k^TRc_k\ge0.$$

The loss vanishes only if every term does, that is, exactly when $RC=0$.

Suppose that the charge is preserved and the orbitals are orthonormal, $C^TSC=1$. With $D=A^{-1}QC$ we have $P_a=DD^T$, and $RC=0$ gives $D^TAD=C^TQ^TA^{-1}QC=C^TSC=1$. Therefore $P_aAP_a=D(D^TAD)D^T=P_a$, which is idempotency with respect to the overlap $A$.

Without charge preservation this can fail. For $A=S=P=1$ and $Q=c$ with $0<c<1$, $P_a=c^2$ but $P_aAP_a=c^4$.

The upper bound needs the semidefiniteness of $J$. With $A=S=P=1$ and $Q=2$, $\det J=-3$ and the charge would rise from 1 to 4; such overlaps violate the Cauchy–Schwarz inequality.

Some auxiliary density matrix methods for exact exchange use this projection without purification or a charge constraint. For them, these results bound the electron count of the projected density in a finite real basis; they do not bound the error in the exchange energy.

## The projection and its residual in Lean

The index types `a`, `b` and `o` label auxiliary functions, primary functions and orbitals.

```lean
import Mathlib

open Matrix

namespace AuxiliaryDensityProjection

noncomputable section

variable {a b o : Type*} [Fintype a] [DecidableEq a] [Fintype b] [Fintype o]
```

`auxDensity` is $P_a$, defined for any matrix $P$; the theorems about bounds insert `C * Cᵀ`.

```lean
/-- The density matrix `P` projected onto the auxiliary basis with overlap `A`,
where `Q` is the overlap between auxiliary and primary functions. -/
def auxDensity (A : Matrix a a ℝ) (Q : Matrix a b ℝ) (P : Matrix b b ℝ) : Matrix a a ℝ :=
  A⁻¹ * Q * P * Qᵀ * A⁻¹
```

`residualOverlap` is $R$.

```lean
/-- The primary overlap minus the part of it recovered through the auxiliary basis. -/
def residualOverlap (A : Matrix a a ℝ) (Q : Matrix a b ℝ) (S : Matrix b b ℝ) :
    Matrix b b ℝ :=
  S - Qᵀ * A⁻¹ * Q
```

The next lemma is the calculation of $Jz$. `Sum.elim` joins the auxiliary and primary coefficients into one vector, and `h1` and `h2` are its two blocks.

```lean
/-- The joint overlap, applied to a primary function minus its auxiliary fit, vanishes in the
auxiliary block and equals the residual overlap applied to that primary function in the primary
block. -/
theorem joint_overlap_fit_error {A : Matrix a a ℝ} (hA : IsUnit A.det)
    (Q : Matrix a b ℝ) (S : Matrix b b ℝ) (y : b → ℝ) :
    fromBlocks A Q Qᵀ S *ᵥ Sum.elim (-(A⁻¹ *ᵥ (Q *ᵥ y))) y =
      Sum.elim (0 : a → ℝ) (residualOverlap A Q S *ᵥ y) := by
  have h1 : A *ᵥ (-(A⁻¹ *ᵥ (Q *ᵥ y))) + Q *ᵥ y = 0 := by
    simp only [Matrix.mulVec_neg, Matrix.mulVec_mulVec,
      Matrix.mul_nonsing_inv_cancel_left _ _ hA, neg_add_cancel]
  have h2 : Qᵀ *ᵥ (-(A⁻¹ *ᵥ (Q *ᵥ y))) + S *ᵥ y = residualOverlap A Q S *ᵥ y := by
    simp only [residualOverlap, Matrix.sub_mulVec, Matrix.mulVec_neg,
      Matrix.mulVec_mulVec, Matrix.mul_assoc]
    abel
  rw [Matrix.fromBlocks_mulVec, Sum.elim_comp_inl, Sum.elim_comp_inr, h1, h2]
```

Positive semidefiniteness, which in Lean includes symmetry, is now applied to $z$. The auxiliary block contributes nothing to the quadratic form.

```lean
/-- The residual overlap has a nonnegative quadratic form. -/
theorem residual_nonneg {A : Matrix a a ℝ} {Q : Matrix a b ℝ} {S : Matrix b b ℝ}
    (hA : A.PosDef) (hJ : (fromBlocks A Q Qᵀ S).PosSemidef) (y : b → ℝ) :
    0 ≤ y ⬝ᵥ residualOverlap A Q S *ᵥ y := by
  have h := hJ.dotProduct_mulVec_nonneg (Sum.elim (-(A⁻¹ *ᵥ (Q *ᵥ y))) y)
  rw [joint_overlap_fit_error hA.det_pos.ne'.isUnit] at h
  simpa [dotProduct, Fintype.sum_sum_type] using h
```

For a zero residual norm, `dotProduct_mulVec_zero_iff` supplies the step from $z^TJz=0$ to $Jz=0$, whose primary block is $Ry=0$.

```lean
/-- A primary function with zero residual norm is annihilated by the residual overlap. -/
theorem residual_kernel {A : Matrix a a ℝ} {Q : Matrix a b ℝ} {S : Matrix b b ℝ}
    (hA : A.PosDef) (hJ : (fromBlocks A Q Qᵀ S).PosSemidef) (y : b → ℝ)
    (hy : y ⬝ᵥ residualOverlap A Q S *ᵥ y = 0) : residualOverlap A Q S *ᵥ y = 0 := by
  have e := joint_overlap_fit_error hA.det_pos.ne'.isUnit Q S y
  have h := (hJ.dotProduct_mulVec_zero_iff (Sum.elim (-(A⁻¹ *ᵥ (Q *ᵥ y))) y)).1 (by
    rw [e]
    simpa [dotProduct, Fintype.sum_sum_type] using hy)
  rw [e] at h
  funext i
  simpa using congrFun h (Sum.inr i)
```

## From orbital sums to the charge bounds

The vector `Cᵀ k` is the orbital $c_k$. The following lemma turns a trace with $P$ into a sum over orbitals.

```lean
/-- The trace of `C * Cᵀ` times a matrix `M` is the sum of the quadratic form of `M` over the
orbitals, the columns of `C`. -/
theorem trace_orbitals (C : Matrix b o ℝ) (M : Matrix b b ℝ) :
    trace (C * Cᵀ * M) = ∑ k, Cᵀ k ⬝ᵥ M *ᵥ Cᵀ k := by
  rw [Matrix.mul_assoc, Matrix.trace_mul_comm, Matrix.mul_assoc]
  simp only [Matrix.trace, Matrix.diag_apply, Matrix.mul_apply, dotProduct, Matrix.mulVec,
    Matrix.transpose_apply]
```

Cancelling $A^{-1}A$ and cycling the trace moves the projected charge to the primary basis.

```lean
/-- The charge in the auxiliary basis, written as a trace over the primary basis. -/
theorem aux_charge {A : Matrix a a ℝ} (hA : IsUnit A.det) (Q : Matrix a b ℝ)
    (P : Matrix b b ℝ) :
    trace (auxDensity A Q P * A) = trace (P * (Qᵀ * A⁻¹ * Q)) := by
  have h : auxDensity A Q P * A = (A⁻¹ * Q) * (P * Qᵀ) := by
    rw [auxDensity, Matrix.mul_assoc _ A⁻¹ A, Matrix.nonsing_inv_mul _ hA, Matrix.mul_one,
      Matrix.mul_assoc (A⁻¹ * Q)]
  rw [h, Matrix.trace_mul_comm]
  simp only [Matrix.mul_assoc]
```

Subtraction then gives the loss formula.

```lean
/-- The charge lost in the projection is the sum over the orbitals of the quadratic form of the
residual overlap. -/
theorem charge_loss {A : Matrix a a ℝ} (hA : IsUnit A.det) (Q : Matrix a b ℝ)
    (S : Matrix b b ℝ) (C : Matrix b o ℝ) :
    trace (C * Cᵀ * S) - trace (auxDensity A Q (C * Cᵀ) * A) =
      ∑ k, Cᵀ k ⬝ᵥ residualOverlap A Q S *ᵥ Cᵀ k := by
  rw [← trace_orbitals, residualOverlap, Matrix.mul_sub, Matrix.trace_sub, aux_charge hA]
```

The main theorem assumes `hA` for $A$ and `hJ` for $J$, but no orthonormality of the orbitals. Its lower bound uses the positivity of $A^{-1}$, its upper bound the nonnegativity of the squared residual norms $c_k^TRc_k$.

```lean
/-- The projected density carries a nonnegative charge that does not exceed the charge of the
original density. -/
theorem aux_charge_bounds {A : Matrix a a ℝ} {Q : Matrix a b ℝ} {S : Matrix b b ℝ}
    (hA : A.PosDef) (hJ : (fromBlocks A Q Qᵀ S).PosSemidef) (C : Matrix b o ℝ) :
    0 ≤ trace (auxDensity A Q (C * Cᵀ) * A) ∧
      trace (auxDensity A Q (C * Cᵀ) * A) ≤ trace (C * Cᵀ * S) := by
  have hu : IsUnit A.det := hA.det_pos.ne'.isUnit
  constructor
  · -- each orbital contributes the squared norm of its auxiliary fit
    rw [aux_charge hu, trace_orbitals]
    refine Finset.sum_nonneg fun k _ => ?_
    have h := hA.inv.posSemidef.dotProduct_mulVec_nonneg (Q *ᵥ Cᵀ k)
    rw [star_trivial] at h
    rw [← Matrix.mulVec_mulVec, ← Matrix.mulVec_mulVec, Matrix.dotProduct_mulVec,
      Matrix.vecMul_transpose]
    exact h
  · -- the charge loss is a sum of squared residual norms, which are nonnegative
    have h := charge_loss hu Q S C
    have h0 : 0 ≤ ∑ k, Cᵀ k ⬝ᵥ residualOverlap A Q S *ᵥ Cᵀ k :=
      Finset.sum_nonneg fun k _ => residual_nonneg hA hJ _
    linarith
```

## Preserved charge and idempotency

For the equality case, `Finset.sum_eq_zero_iff_of_nonneg` splits a vanishing sum into vanishing terms, and `residual_kernel` then gives $RC=0$ column by column.

```lean
/-- The projection preserves the charge exactly when the residual overlap annihilates every
orbital. -/
theorem charge_preserved_iff {A : Matrix a a ℝ} {Q : Matrix a b ℝ} {S : Matrix b b ℝ}
    (hA : A.PosDef) (hJ : (fromBlocks A Q Qᵀ S).PosSemidef) (C : Matrix b o ℝ) :
    trace (auxDensity A Q (C * Cᵀ) * A) = trace (C * Cᵀ * S) ↔
      residualOverlap A Q S * C = 0 := by
  have hl := charge_loss hA.det_pos.ne'.isUnit Q S C
  constructor
  · intro h
    rw [h, sub_self] at hl
    have hz := (Finset.sum_eq_zero_iff_of_nonneg
      (fun k _ => residual_nonneg hA hJ (Cᵀ k))).1 hl.symm
    ext i k
    exact congrFun (residual_kernel hA hJ _ (hz k (Finset.mem_univ k))) i
  · intro h
    have hz : ∑ k, Cᵀ k ⬝ᵥ residualOverlap A Q S *ᵥ Cᵀ k = 0 := by
      refine Finset.sum_eq_zero fun k _ => ?_
      have hk : residualOverlap A Q S *ᵥ Cᵀ k = 0 := by
        funext i
        exact congrFun (congrFun h i) k
      rw [hk, dotProduct_zero]
    linarith
```

Orthonormality enters as `hC`. The proof replaces $SC$ by $Q^TA^{-1}QC$ in it, then regroups the triple product so that this identity matrix appears in the middle.

```lean
/-- For orthonormal orbitals, a projection that preserves the charge gives an auxiliary density that
is idempotent with respect to the auxiliary overlap `A`. -/
theorem idempotent_of_charge_preserved [DecidableEq o] {A : Matrix a a ℝ}
    {Q : Matrix a b ℝ} {S : Matrix b b ℝ} (hA : A.PosDef)
    (hJ : (fromBlocks A Q Qᵀ S).PosSemidef) (C : Matrix b o ℝ) (hC : Cᵀ * S * C = 1)
    (hN : trace (auxDensity A Q (C * Cᵀ) * A) = trace (C * Cᵀ * S)) :
    auxDensity A Q (C * Cᵀ) * A * auxDensity A Q (C * Cᵀ) = auxDensity A Q (C * Cᵀ) := by
  have hR := (charge_preserved_iff hA hJ C).1 hN
  rw [residualOverlap, Matrix.sub_mul] at hR
  -- the fitted orbitals inherit orthonormality
  rw [Matrix.mul_assoc, sub_eq_zero.1 hR] at hC
  have h : auxDensity A Q (C * Cᵀ) * A * auxDensity A Q (C * Cᵀ) =
      A⁻¹ * Q * C * (Cᵀ * (Qᵀ * A⁻¹ * Q * C)) * (Cᵀ * Qᵀ * A⁻¹) := by
    simp only [auxDensity, Matrix.mul_assoc,
      Matrix.nonsing_inv_mul_cancel_left _ _ hA.det_pos.ne'.isUnit]
  rw [h, hC, Matrix.mul_one]
  simp only [auxDensity, Matrix.mul_assoc]
```

An example satisfying all these hypotheses has two orthonormal primary functions, the first of which is also the auxiliary function and the occupied orbital.

```lean
/-- The coefficients of a single orbital placed on the first of two primary functions. -/
def firstOrbital : Matrix (Fin 2) (Fin 1) ℝ := !![1; 0]
```

Here the quadratic form of $J$ is $(x+y_1)^2+y_2^2$, with $x$ the auxiliary and $y_1,y_2$ the primary coefficients.

```lean
/-- Two orthonormal primary functions, one auxiliary function equal to the first of them and
one orbital on it meet the hypotheses of the idempotency theorem. -/
theorem idempotent_of_charge_preserved_witness :
    (1 : Matrix (Fin 1) (Fin 1) ℝ).PosDef ∧
    (fromBlocks (1 : Matrix (Fin 1) (Fin 1) ℝ) !![1, 0] !![1, 0]ᵀ
      (1 : Matrix (Fin 2) (Fin 2) ℝ)).PosSemidef ∧
    firstOrbitalᵀ * (1 : Matrix (Fin 2) (Fin 2) ℝ) * firstOrbital = 1 ∧
    trace (auxDensity (1 : Matrix (Fin 1) (Fin 1) ℝ) !![1, 0]
        (firstOrbital * firstOrbitalᵀ) * (1 : Matrix (Fin 1) (Fin 1) ℝ)) =
      trace (firstOrbital * firstOrbitalᵀ * (1 : Matrix (Fin 2) (Fin 2) ℝ)) := by
  refine ⟨Matrix.PosDef.one, ?_, ?_, ?_⟩
  · refine PosSemidef.of_dotProduct_mulVec_nonneg (Matrix.IsHermitian.ext ?_) fun x => ?_
    · rintro (i | i) (j | j) <;> fin_cases i <;> fin_cases j <;> simp
    · have h : star x ⬝ᵥ (fromBlocks (1 : Matrix (Fin 1) (Fin 1) ℝ) !![1, 0] !![1, 0]ᵀ
          (1 : Matrix (Fin 2) (Fin 2) ℝ)) *ᵥ x =
          (x (Sum.inl 0) + x (Sum.inr 0)) ^ 2 + x (Sum.inr 1) ^ 2 := by
        simp [dotProduct, Matrix.mulVec, Fintype.sum_sum_type, Fin.sum_univ_succ,
          Matrix.one_apply]
        ring
      rw [h]
      positivity
  · ext i j
    fin_cases i
    fin_cases j
    simp [firstOrbital, Matrix.mul_apply, Fin.sum_univ_succ]
  · simp [firstOrbital, auxDensity, Matrix.trace, Matrix.mul_apply, Matrix.vecMul,
      dotProduct, Fin.sum_univ_succ]
```

The last theorem treats the scalar case $Q=c$. Its joint overlap is admissible because the quadratic form is $(x+cy)^2+(1-c^2)y^2$, while idempotency would require $c^4=c^2$, contradicting $c^2(1-c^2)>0$.

```lean
/-- One normalised primary and one normalised auxiliary function with overlap strictly between zero
and one have a positive semidefinite joint overlap, but the projection of the density matrix `1` is
not idempotent. -/
theorem projection_not_idempotent {c : ℝ} (h0 : 0 < c) (h1 : c < 1) :
    (fromBlocks (1 : Matrix (Fin 1) (Fin 1) ℝ) !![c] !![c]ᵀ
      (1 : Matrix (Fin 1) (Fin 1) ℝ)).PosSemidef ∧
    auxDensity (1 : Matrix (Fin 1) (Fin 1) ℝ) !![c] (1 : Matrix (Fin 1) (Fin 1) ℝ) * 1 *
      auxDensity 1 !![c] (1 : Matrix (Fin 1) (Fin 1) ℝ) ≠
      auxDensity 1 !![c] (1 : Matrix (Fin 1) (Fin 1) ℝ) := by
  have hc : 0 < 1 - c ^ 2 := by nlinarith
  constructor
  · refine PosSemidef.of_dotProduct_mulVec_nonneg (Matrix.IsHermitian.ext ?_) fun x => ?_
    · rintro (i | i) (j | j) <;> fin_cases i <;> fin_cases j <;> simp
    · have h : star x ⬝ᵥ (fromBlocks (1 : Matrix (Fin 1) (Fin 1) ℝ) !![c] !![c]ᵀ
          (1 : Matrix (Fin 1) (Fin 1) ℝ)) *ᵥ x =
          (x (Sum.inl 0) + c * x (Sum.inr 0)) ^ 2 + (1 - c ^ 2) * x (Sum.inr 0) ^ 2 := by
        simp [dotProduct, Matrix.mulVec, Fintype.sum_sum_type]
        ring
      rw [h]
      positivity
  · -- the projected density is the number c², and c⁴ differs from c²
    have e : auxDensity (1 : Matrix (Fin 1) (Fin 1) ℝ) !![c]
        (1 : Matrix (Fin 1) (Fin 1) ℝ) = !![c ^ 2] := by
      ext i j
      fin_cases i
      fin_cases j
      simp [auxDensity, Matrix.mul_apply, Matrix.vecMul, dotProduct]
      ring
    intro h
    rw [e, Matrix.mul_one] at h
    have h2 := congrFun (congrFun h 0) 0
    rw [Matrix.mul_apply, Fin.sum_univ_one] at h2
    change c ^ 2 * c ^ 2 = c ^ 2 at h2
    have h3 : 0 < c ^ 2 * (1 - c ^ 2) := mul_pos (pow_pos h0 2) hc
    linarith

end

end AuxiliaryDensityProjection
```

```lean
#print axioms AuxiliaryDensityProjection.aux_charge_bounds
#print axioms AuxiliaryDensityProjection.idempotent_of_charge_preserved
#print axioms AuxiliaryDensityProjection.projection_not_idempotent
```

```
'AuxiliaryDensityProjection.aux_charge_bounds' depends on axioms: [propext, Classical.choice, Quot.sound]
'AuxiliaryDensityProjection.idempotent_of_charge_preserved' depends on axioms: [propext, Classical.choice, Quot.sound]
'AuxiliaryDensityProjection.projection_not_idempotent' depends on axioms: [propext, Classical.choice, Quot.sound]
```
